# Longitudinal and transverse kernels of the field \(B(m)=f'(|m|)\,m/|m|\) and its derivative at zero magnetisation

Take a magnetisation in the plane, \(m=(x,y)\), with length \(s=\sqrt{x^2+y^2}\), and an energy density \(f(s)\) that depends on the length alone. Its gradient is the field \(B=f'(s)\,(x,y)/s\). At the point \(m=(s,0)\) with \(s>0\), a step \(\delta x\) changes the length by \(\delta x\) and leaves the direction alone, so \(\delta B=(f''(s)\,\delta x,\,0)\). A step \(\delta y\) leaves the length unchanged to first order and turns the direction by the angle \(\delta y/s\), so \(\delta B=(0,\,f'(s)\,\delta y/s)\). For \(f(s)=s^2/2\) both coefficients equal one and \(B=m\). For \(f(s)=s\) they are \(0\) and \(1/s\), and \(B\) is a unit vector with no limit at the origin. The slope \(f'(0)\) separates the two examples.

In a two-component self-consistent-field calculation with a local noncollinear functional, taken at one point of space and at fixed particle density, \(f\) is the exchange-correlation energy per unit volume. With \(m=\sum_i\varphi_i^\dagger\sigma\varphi_i\), summed over the occupied spinors \(\varphi_i\) and with \(\sigma\) the vector of Pauli matrices, \(B\) is the vector that multiplies \(\sigma\) in the exchange-correlation potential.

## Direction, projectors, field and kernel

The magnetisation lies in a real inner product space `E` of any dimension, with inner product \(\langle\cdot,\cdot\rangle\); three-dimensional space is chosen in the last theorem.

```lean
import Mathlib

open Filter Topology

namespace NoncollinearKernel

noncomputable section

variable {E : Type*} [NormedAddCommGroup E] [InnerProductSpace ℝ E]
```

The length is \(s=\|m\|\) and the direction is \(u=m/s\).

```lean
/-- Direction `u = m / s` of the magnetisation `m`, with `s = ‖m‖`. -/
def dir (m : E) : E := ‖m‖⁻¹ • m
```

The longitudinal projector \(P=uu^{T}\) acts on a vector \(v\) as \(Pv=\langle u,v\rangle u\). The type `E →L[ℝ] E` is that of continuous linear maps, which in three dimensions are the \(3\times3\) matrices, and `innerSL ℝ (dir m)` is the row vector \(u^{T}\).

```lean
/-- Longitudinal projector `u uᵀ`, acting as `v ↦ ⟨u, v⟩ u`. -/
def longProj (m : E) : E →L[ℝ] E := (innerSL ℝ (dir m)).smulRight (dir m)
```

The transverse projector is \(1-P\).

```lean
/-- Transverse projector `1 - u uᵀ`. -/
def transProj (m : E) : E →L[ℝ] E := ContinuousLinearMap.id ℝ E - longProj m
```

The field is \(B(m)=f'(s)\,u\), where `deriv f` is \(f'\). The sign is that of \(+\partial f/\partial m\), and no magneton is included. The function \(f\) is defined on the whole real line, although \(B\) samples \(f'\) only at \(s\ge 0\).

```lean
/-- Noncollinear field `B(m) = f'(s) u`, equal to zero at `m = 0`. -/
def xcField (f : ℝ → ℝ) (m : E) : E := deriv f ‖m‖ • dir m
```

The kernel is
\[ K(m)=f''(s)\,P+\frac{f'(s)}{s}\,(1-P). \]

```lean
/-- Noncollinear kernel `f''(s) u uᵀ + (f'(s)/s) (1 - u uᵀ)`. -/
def xcKernel (f : ℝ → ℝ) (m : E) : E →L[ℝ] E :=
  deriv (deriv f) ‖m‖ • longProj m + (deriv f ‖m‖ / ‖m‖) • transProj m
```

Since Lean sets \(0^{-1}=0\), the direction, the field and `xcKernel` all vanish at \(m=0\); the value \(B(0)=0\) is the one wanted, whereas \(K(0)=0\) has no meaning, and the derivative at the origin is therefore stated without `xcKernel`.

## Variation of length and direction

For \(m\neq0\) one has \(\|u\|=s^{-1}s=1\).

```lean
/-- The direction of a nonzero magnetisation is a unit vector. -/
theorem norm_dir {m : E} (hm : m ≠ 0) : ‖dir m‖ = 1 := by
  rw [dir, norm_smul, norm_inv, norm_norm, inv_mul_cancel₀ (norm_ne_zero_iff.2 hm)]
```

Let \(\delta m\) be a small change of \(m\). From \(s^2=\langle m,m\rangle\) follows \(\delta(s^2)=2\langle m,\delta m\rangle\), and with \(s=\sqrt{s^2}\),
\[ \delta s=\frac{2\langle m,\delta m\rangle}{2s}=\langle u,\delta m\rangle . \]
A statement `HasFDerivAt g A m` says that \(g(m+\delta m)=g(m)+A\,\delta m+o(\|\delta m\|)\) uniformly over all directions of \(\delta m\). The Lean argument follows the same route: `hasStrictFDerivAt_norm_sq` supplies \(\delta(s^2)\), `.sqrt` applies the chain rule where \(s^2\ne0\), and `e` rewrites \(\sqrt{s^2}\) as \(s\).

```lean
/-- For `m ≠ 0` the length `s` varies as `δs = ⟨u, δm⟩`. -/
theorem hasFDerivAt_length {m : E} (hm : m ≠ 0) :
    HasFDerivAt (fun x : E => ‖x‖) (innerSL ℝ (dir m)) m := by
  have hs : ‖m‖ ≠ 0 := norm_ne_zero_iff.2 hm
  -- differentiate s = √(s²)
  have h := (hasStrictFDerivAt_norm_sq m).hasFDerivAt.sqrt (pow_ne_zero 2 hs)
  have e : ∀ x : E, √(‖x‖ ^ 2) = ‖x‖ := fun x => Real.sqrt_sq (norm_nonneg x)
  simp only [e] at h
  refine h.congr_fderiv ?_
  ext v
  simp [dir]
  ring1
```

The chain rule gives \(\delta(1/s)=-\langle u,\delta m\rangle/s^2\), and the product rule for \(u=s^{-1}m\) gives
\[ \delta u=\frac{\delta m}{s}-\frac{\langle u,\delta m\rangle}{s^2}\,m=\frac{\delta m-\langle u,\delta m\rangle u}{s}=\frac{(1-P)\,\delta m}{s}. \]
Here `h1` is \(\delta(1/s)\) and `h3` is the first form of \(\delta u\). The number \(\langle u,v\rangle\) is then named `c`, and `module` checks the remaining identity between linear combinations of \(v\) and \(m\).

```lean
/-- For `m ≠ 0` the direction varies as `δu = (1 - u uᵀ) δm / s`. -/
theorem hasFDerivAt_dir {m : E} (hm : m ≠ 0) :
    HasFDerivAt (dir : E → E) (‖m‖⁻¹ • transProj m) m := by
  have hs : ‖m‖ ≠ 0 := norm_ne_zero_iff.2 hm
  have h0 := HasDerivAt.comp_hasFDerivAt (f := fun x : E => ‖x‖) m (hasDerivAt_inv hs)
    (hasFDerivAt_length hm)
  have h1 : HasFDerivAt (fun x : E => ‖x‖⁻¹) ((-(‖m‖ ^ 2)⁻¹) • innerSL ℝ (dir m)) m := h0
  have h2 := h1.smul (hasFDerivAt_id m)
  have h3 : HasFDerivAt (dir : E → E) (‖m‖⁻¹ • ContinuousLinearMap.id ℝ E +
      ((-(‖m‖ ^ 2)⁻¹) • innerSL ℝ (dir m)).smulRight m) m := h2
  refine h3.congr_fderiv ?_
  ext v
  show ‖m‖⁻¹ • v + (-(‖m‖ ^ 2)⁻¹ * inner ℝ (dir m) v) • m
    = ‖m‖⁻¹ • (v - inner ℝ (dir m) v • dir m)
  generalize inner ℝ (dir m) v = c
  unfold dir
  module
```

## The field as a gradient and its derivative

If \(f\) is differentiable at \(s\) and \(m\ne0\), then
\[ \delta f(\|m\|)=f'(s)\,\delta s=f'(s)\langle u,\delta m\rangle=\langle B(m),\delta m\rangle , \]
so \(B\) is the gradient of the energy density. The step `real_inner_smul_left` takes the factor \(f'(s)\) out of \(\langle f'(s)\,u,v\rangle\), which makes the two sides equal.

```lean
/-- For `m ≠ 0` and `f` differentiable at `‖m‖`, the energy density `f(‖m‖)` varies as `⟨B(m), δm⟩`.
-/
theorem hasFDerivAt_energy {f : ℝ → ℝ} {m : E} (hm : m ≠ 0)
    (hf : DifferentiableAt ℝ f ‖m‖) :
    HasFDerivAt (fun x : E => f ‖x‖) (innerSL ℝ (xcField f m)) m := by
  have h0 := HasDerivAt.comp_hasFDerivAt (f := fun x : E => ‖x‖) m hf.hasDerivAt
    (hasFDerivAt_length hm)
  have h1 : HasFDerivAt (fun x : E => f ‖x‖) (deriv f ‖m‖ • innerSL ℝ (dir m)) m := h0
  refine h1.congr_fderiv ?_
  ext v
  show deriv f ‖m‖ * inner ℝ (dir m) v = inner ℝ (deriv f ‖m‖ • dir m) v
  rw [real_inner_smul_left]
```

The field is a magnitude times a direction, and each factor contributes one term:
\[ \delta B=f''(s)\,\delta s\;u+f'(s)\,\delta u=f''(s)\langle u,\delta m\rangle u+\frac{f'(s)}{s}(1-P)\,\delta m=K(m)\,\delta m . \]
The hypotheses are \(m\neq0\) and differentiability of \(f'\) at the single point \(s\); continuity of \(f''\) is not needed. In the code `h1` is the variation of the magnitude \(f'(\|m\|)\), `h2` is the product rule, and `module` brings the two terms into the order of `xcKernel`.

```lean
/-- For `m ≠ 0` and `f'` differentiable at `s = ‖m‖`, the derivative of the field `B` is the kernel
`f''(s) u uᵀ + (f'(s)/s) (1 - u uᵀ)`. -/
theorem hasFDerivAt_xcField {f : ℝ → ℝ} {m : E} (hm : m ≠ 0)
    (hf : DifferentiableAt ℝ (deriv f) ‖m‖) :
    HasFDerivAt (xcField f : E → E) (xcKernel f m) m := by
  have h0 := HasDerivAt.comp_hasFDerivAt (f := fun x : E => ‖x‖) m hf.hasDerivAt
    (hasFDerivAt_length hm)
  have h1 : HasFDerivAt (fun x : E => deriv f ‖x‖)
      (deriv (deriv f) ‖m‖ • innerSL ℝ (dir m)) m := h0
  -- product rule for magnitude times direction
  have h2 := h1.smul (hasFDerivAt_dir hm)
  have h3 : HasFDerivAt (xcField f : E → E) (deriv f ‖m‖ • (‖m‖⁻¹ • transProj m) +
      (deriv (deriv f) ‖m‖ • innerSL ℝ (dir m)).smulRight (dir m)) m := h2
  refine h3.congr_fderiv ?_
  ext v
  show deriv f ‖m‖ • (‖m‖⁻¹ • (v - inner ℝ (dir m) v • dir m))
      + (deriv (deriv f) ‖m‖ * inner ℝ (dir m) v) • dir m
    = deriv (deriv f) ‖m‖ • (inner ℝ (dir m) v • dir m)
      + (deriv f ‖m‖ / ‖m‖) • (v - inner ℝ (dir m) v • dir m)
  rw [div_eq_mul_inv]
  module
```

Because \(\langle u,u\rangle=1\), we have \(Pu=u\) and \((1-P)u=0\), hence \(Ku=f''(s)\,u\). If \(\langle m,v\rangle=0\), then \(\langle u,v\rangle=0\), so \(Pv=0\) and \(Kv=(f'(s)/s)\,v\). The theorem states both for `fderiv ℝ (xcField f : E → E) m`, the derivative itself, which is first rewritten as \(K(m)\). In three dimensions the transverse coefficient acts on the plane normal to \(m\). In one dimension only \(v=0\) is orthogonal to \(m\), and the collinear kernel \(f''(s)\) is all that remains.

```lean
/-- For `m ≠ 0` and `f'` differentiable at `s = ‖m‖`, the derivative of `B` multiplies `u` by
`f''(s)` and every vector orthogonal to `m` by `f'(s)/s`. -/
theorem longitudinal_transverse {f : ℝ → ℝ} {m : E} (hm : m ≠ 0)
    (hf : DifferentiableAt ℝ (deriv f) ‖m‖) :
    fderiv ℝ (xcField f : E → E) m (dir m) = deriv (deriv f) ‖m‖ • dir m ∧
    ∀ v : E, inner ℝ m v = 0 →
      fderiv ℝ (xcField f : E → E) m v = (deriv f ‖m‖ / ‖m‖) • v := by
  rw [(hasFDerivAt_xcField hm hf).fderiv]
  refine ⟨?_, fun v hv => ?_⟩
  · show deriv (deriv f) ‖m‖ • (inner ℝ (dir m) (dir m) • dir m)
      + (deriv f ‖m‖ / ‖m‖) • (dir m - inner ℝ (dir m) (dir m) • dir m) = _
    rw [real_inner_self_eq_norm_sq, norm_dir hm]
    simp
  · have hu : inner ℝ (dir m) v = 0 := by rw [dir, real_inner_smul_left, hv, mul_zero]
    show deriv (deriv f) ‖m‖ • (inner ℝ (dir m) v • dir m)
      + (deriv f ‖m‖ / ‖m‖) • (v - inner ℝ (dir m) v • dir m) = _
    rw [hu]
    simp
```

## Time reversal

Time reversal turns the magnetisation around, \(m\mapsto-m\). This action is taken as given; spinors and the antiunitary operator on them do not occur in the file. The length is unchanged and \(u\mapsto-u\), so \(P\), being quadratic in \(u\), is unchanged, and
\[ B(-m)=-B(m),\qquad K(-m)=K(m) \]
for every \(f\) and every \(m\). The facts `hd` and `hP` are the statements about \(u\) and \(P\).

```lean
/-- Under time reversal `m ↦ -m` the field is odd and the kernel is even. -/
theorem time_reversal (f : ℝ → ℝ) (m : E) :
    xcField f (-m) = -xcField f m ∧ xcKernel f (-m) = xcKernel f m := by
  have hd : dir (-m) = -dir m := by simp [dir]
  have hP : longProj (-m) = longProj m := by
    ext v
    show inner ℝ (dir (-m)) v • dir (-m) = inner ℝ (dir m) v • dir m
    rw [hd, inner_neg_left]
    simp
  refine ⟨by simp [xcField, hd], ?_⟩
  simp only [xcKernel, transProj, hP, norm_neg]
```

## The closed-shell point \(m=0\)

The two members of a Kramers pair carry opposite magnetisation densities, so a determinant in which every occupied spinor has its Kramers partner occupied as well has \(m=0\) everywhere, and the response about such a state involves the derivative of \(B\) at the origin. The hypothesis there is \(f'(0)=0\). It is assumed in the theorem. Physically it stands for the symmetry between spin up and spin down: if \(f\) is continued to negative arguments as the collinear energy density of the signed polarisation, it is even, and a differentiable even function has zero slope at zero.

With \(f'(0)=0\) and \(f'\) differentiable at \(0\), Taylor's formula reads \(f'(s)-s f''(0)=o(s)\). For \(m\neq0\) write \(m=su\); with \(B(0)=0\),
\[ B(m)-B(0)-f''(0)\,m=\bigl(f'(s)-s f''(0)\bigr)u , \]
and since \(\|u\|=1\) the norm of the left side is \(|f'(s)-sf''(0)|=o(\|m\|)\). Thus \(B\) is differentiable at the origin with the isotropic derivative \(f''(0)\cdot 1\). In Lean `h1` is the Taylor statement for \(f'\), `h2` composes it with \(\|x\|\to0\), `hx'` is the bound by \(c\|x\|\) for an arbitrary \(c>0\), `hnd` is \(su=m\), and `key` is the displayed identity.

```lean
/-- If `f'(0) = 0` and `f'` is differentiable at `0`, the field is differentiable at `m = 0` with
derivative `f''(0)` times the identity. -/
theorem hasFDerivAt_closedShell {f : ℝ → ℝ} (h0 : deriv f 0 = 0)
    (hf : DifferentiableAt ℝ (deriv f) 0) :
    HasFDerivAt (xcField f : E → E)
      (deriv (deriv f) 0 • ContinuousLinearMap.id ℝ E) 0 := by
  have h1 := hasDerivAt_iff_isLittleO.1 hf.hasDerivAt
  have ht : Tendsto (fun x : E => ‖x‖) (𝓝 0) (𝓝 0) := tendsto_norm_zero
  have h2 := h1.comp_tendsto ht
  rw [hasFDerivAt_iff_isLittleO_nhds_zero]
  rw [Asymptotics.isLittleO_iff] at h2 ⊢
  intro c hc
  filter_upwards [h2 hc] with x hx
  have hx' : |deriv f ‖x‖ - ‖x‖ * deriv (deriv f) 0| ≤ c * ‖x‖ := by simpa [h0] using hx
  have hB : xcField f (0 : E) = 0 := by simp [xcField, dir]
  by_cases hz : x = 0
  · simp [hz, hB]
  have hnd : ‖x‖ • dir x = x := by
    rw [dir, smul_smul, mul_inv_cancel₀ (norm_ne_zero_iff.2 hz), one_smul]
  -- the remainder points along u and has the size of the Taylor remainder of f'
  have key : xcField f (0 + x) - xcField f 0
      - (deriv (deriv f) 0 • ContinuousLinearMap.id ℝ E) x
      = (deriv f ‖x‖ - ‖x‖ * deriv (deriv f) 0) • dir x := by
    have e : (deriv (deriv f) 0 • ContinuousLinearMap.id ℝ E) x
        = deriv (deriv f) 0 • x := rfl
    rw [e, zero_add, hB, sub_zero, sub_smul, mul_comm ‖x‖, mul_smul, hnd, xcField]
  rw [key, norm_smul, norm_dir hz, mul_one, Real.norm_eq_abs]
  exact hx'
```

Conversely, let \(f'\) be continuous at \(0\) and suppose that \(B(m)\) tends to some vector \(L\) as \(m\to0\) through nonzero \(m\), which Lean writes `𝓝[≠] 0`. Replacing \(m\) by \(-m\) preserves this approach, so \(B(-m)\to L\); oddness gives \(B(-m)=-B(m)\to-L\). Hence \(L=-L\) and \(L=0\). Further, \(\|B(m)\|=|f'(s)|\) for \(m\ne0\); the left side tends to \(\|L\|=0\) and the right side to \(|f'(0)|\), so \(f'(0)=0\). The assumption `Nontrivial E` provides nonzero vectors arbitrarily close to the origin, which uniqueness of limits requires. The facts `hneg`, `h2` and `hL0` make up the first half, and `h4`, `h5` and `h6` compare the two limits of the norm. The field of \(f(s)=s\) therefore has no limit, as seen in the plane.

```lean
/-- If `f'` is continuous at zero and the field has a limit `L` as `m → 0` through
nonzero `m`, then `L = 0` and `f'(0) = 0`. -/
theorem closedShell_converse [Nontrivial E] {f : ℝ → ℝ} {L : E}
    (hc : ContinuousAt (deriv f) 0)
    (hL : Tendsto (xcField f : E → E) (𝓝[≠] 0) (𝓝 L)) : L = 0 ∧ deriv f 0 = 0 := by
  have hneg : Tendsto (fun x : E => -x) (𝓝[≠] 0) (𝓝[≠] 0) := by
    refine tendsto_nhdsWithin_iff.2
      ⟨(continuous_neg.tendsto' 0 0 neg_zero).mono_left nhdsWithin_le_nhds, ?_⟩
    filter_upwards [self_mem_nhdsWithin] with x hx
    simpa using hx
  -- oddness under time reversal gives L = -L
  have h1 : Tendsto (fun x : E => -xcField f x) (𝓝[≠] 0) (𝓝 L) :=
    (hL.comp hneg).congr fun x => (time_reversal f x).1
  have h2 : L = -L := tendsto_nhds_unique h1 hL.neg
  have h3 : (2 : ℝ) • L = 0 := by
    rw [two_smul]
    exact eq_neg_iff_add_eq_zero.1 h2
  have hL0 : L = 0 := (smul_eq_zero.1 h3).resolve_left two_ne_zero
  -- the size of the field is |f'(s)|
  have ht : Tendsto (fun x : E => ‖x‖) (𝓝[≠] 0) (𝓝 0) :=
    tendsto_norm_zero.mono_left nhdsWithin_le_nhds
  have h4 : Tendsto (fun x : E => ‖deriv f ‖x‖‖) (𝓝[≠] 0) (𝓝 ‖deriv f 0‖) :=
    (hc.tendsto.comp ht).norm
  have h5 : Tendsto (fun x : E => ‖deriv f ‖x‖‖) (𝓝[≠] 0) (𝓝 ‖L‖) := by
    refine hL.norm.congr' ?_
    filter_upwards [self_mem_nhdsWithin] with x hx
    have hx0 : x ≠ 0 := hx
    rw [xcField, norm_smul, norm_dir hx0, mul_one]
  have h6 := tendsto_nhds_unique h4 h5
  rw [hL0, norm_zero] at h6
  exact ⟨hL0, norm_eq_zero.1 h6⟩
```

## Three dimensions and \(f\) of class \(C^2\)

For `ContDiff ℝ 2 f`, meaning twice continuously differentiable on the real line, and \(m\) in `EuclideanSpace ℝ (Fin 3)`, the last theorem says that \(B\) has derivative \(K(m)\) at each \(m\ne0\) and, if \(f'(0)=0\), derivative \(f''(0)\cdot1\) at \(m=0\). Of the hypothesis only `hd` is used, the differentiability of \(f'\) everywhere. Smoothness on the whole line is an idealisation, since a physical energy density is defined for \(s\) up to the particle density, and the pointwise theorems above ask for less. The statement concerns one point of space and a function of \(s\) alone: gradient corrections and the kernel blocks that couple \(m\) to the particle density are absent.

```lean
/-- For `f` of class `C²` and `m` in three-dimensional space, the derivative of `B` is the
kernel at each `m ≠ 0`, and `f''(0)` times the identity at `m = 0` when `f'(0) = 0`. -/
theorem noncollinear_kernel {f : ℝ → ℝ} (hf : ContDiff ℝ 2 f) :
    (∀ m : EuclideanSpace ℝ (Fin 3), m ≠ 0 → HasFDerivAt (xcField f) (xcKernel f m) m) ∧
    (deriv f 0 = 0 → HasFDerivAt (xcField f)
      (deriv (deriv f) 0 • ContinuousLinearMap.id ℝ (EuclideanSpace ℝ (Fin 3))) 0) := by
  have h : ContDiff ℝ (1 + 1) f := by
    rw [one_add_one_eq_two]
    exact hf
  have hd : Differentiable ℝ (deriv f) :=
    (contDiff_succ_iff_deriv.1 h).2.2.differentiable (by simp)
  exact ⟨fun m hm => hasFDerivAt_xcField hm (hd _),
    fun h0 => hasFDerivAt_closedShell h0 (hd _)⟩

end

end NoncollinearKernel
```

```lean
#print axioms NoncollinearKernel.hasFDerivAt_energy
-- 'NoncollinearKernel.hasFDerivAt_energy' depends on axioms: [propext, Classical.choice, Quot.sound]
#print axioms NoncollinearKernel.longitudinal_transverse
-- 'NoncollinearKernel.longitudinal_transverse' depends on axioms: [propext, Classical.choice, Quot.sound]
#print axioms NoncollinearKernel.closedShell_converse
-- 'NoncollinearKernel.closedShell_converse' depends on axioms: [propext, Classical.choice, Quot.sound]
#print axioms NoncollinearKernel.noncollinear_kernel
-- 'NoncollinearKernel.noncollinear_kernel' depends on axioms: [propext, Classical.choice, Quot.sound]
```

## Evaluation on an integration grid

At a grid point with particle density \(n\) and magnetisation \(m\), a local noncollinear scheme forms \(n_\pm=(n\pm s)/2\) and calls a collinear routine for an energy density \(e(n_+,n_-)\). With subscripts on \(e\) denoting partial derivatives and \(f(s)=e\bigl((n+s)/2,(n-s)/2\bigr)\) at fixed \(n\),
\[ f'=\tfrac12(e_+-e_-),\qquad f''=\tfrac14(e_{++}-2e_{+-}+e_{--}). \]
The response of the field to a trial \(\delta m\) needs one scalar product, \(a=\langle u,\delta m\rangle\), and is \(f''\,a\,u+(f'/s)(\delta m-a\,u)\). As \(s\) becomes small at fixed \(n\), \(u\) and \(f'/s\) are quotients of small numbers, and a program can switch to \(f''\,\delta m\) when \(s/n\) falls below a threshold. A small \(s\) alone does not justify the switch: where the density is low but fully polarised, \(s=n\) is small and the coefficients \(f''\) and \(f'/s\) can still differ strongly. At \(m=0\) exactly this is the derivative given by `hasFDerivAt_closedShell`. Its use at small nonzero \(s/n\) rests on \(K(m)\) approaching \(f''(0)\cdot1\), which one expects from \(f''(s)\to f''(0)\) and \(f'(s)/s\to f''(0)\) for \(f\) of class \(C^2\) with \(f'(0)=0\). That limit of the kernel and the grid formulas above are not among the theorems of the file.
